# The minimum of the parabola through energies at three equally spaced points

## A small case

Take three energies on the grid $x = -1, 0, 1$, with values $3, 0, 1$. The parabola through these points is $p(x) = -x + 2x^2$, with its minimum at $x = 1/4$ and $p(1/4) = -1/8$. Now lower the right-hand energy from $1$ to $0$, so that it ties with the centre. The parabola becomes $-\tfrac32 x + \tfrac32 x^2$ and the minimum moves to $x = 1/2$, exactly half a step out. Lower it further to $-1$: the parabola is $-2x + x^2$ and the minimum sits at $x = 1$. The minimum crosses the half-step point at the moment the centre stops being the lowest of the three energies, and this holds in general.

## The claim

Let $E_-, E_0, E_+$ be energies at $x_0 - h$, $x_0$, $x_0 + h$, and let $c = E_+ - 2E_0 + E_-$ be their second difference. For $h > 0$ and $c > 0$ the interpolating parabola $p$ has exactly one global minimiser,
$$x^* = x_0 - \frac{h\,(E_+ - E_-)}{2c},$$
and $|x^* - x_0| \le h/2$ holds if and only if $E_0 \le \min(E_-, E_+)$.

The formula estimates the position of the minimum of an energy scanned along a single coordinate, such as a bond length, a lattice constant or a search direction in a geometry optimisation, under the restriction that the energy is replaced by the parabola through three equally spaced points.

## Derivation by hand

Write $t = x - x_0$. The nodes are $t = -h, 0, h$, and the Lagrange cardinal functions are
$$L_- = \frac{t(t-h)}{2h^2}, \qquad L_0 = \frac{(t+h)(t-h)}{-h^2}, \qquad L_+ = \frac{t(t+h)}{2h^2}.$$
Collecting powers of $t$ in $p = E_- L_- + E_0 L_0 + E_+ L_+$ gives the central-difference form
$$p = E_0 + g\,t + \kappa\,t^2, \qquad g = \frac{E_+ - E_-}{2h}, \qquad \kappa = \frac{c}{2h^2}.$$
At $t = \pm h$ this is $E_0 \pm (E_+ - E_-)/2 + c/2 = E_\pm$, so $p$ passes through the data. If $q(x) = ax^2 + bx + d$ also passes through the data, then $E_+ - E_- = 4ax_0h + 2bh$ and $c = 2ah^2$, so that $g = 2ax_0 + b$ and $\kappa = a$. Then $p = q(x_0) + (2ax_0 + b)t + at^2 = q(x_0 + t)$, and the interpolant is the only such quadratic.

For $c \ne 0$, complete the square:
$$p = E_0 - \frac{g^2}{4\kappa} + \kappa\Big(t + \frac{g}{2\kappa}\Big)^2 .$$
Here $g/(2\kappa) = h(E_+ - E_-)/(2c)$ and $g^2/(4\kappa) = (E_+ - E_-)^2/(8c)$, so
$$p(x) = E^* + \frac{c}{2h^2}\,(x - x^*)^2, \qquad E^* = E_0 - \frac{(E_+ - E_-)^2}{8c}.$$
For $c > 0$ the last term is positive unless $x = x^*$. Thus $p(x^*) = E^*$ and $p(x) > E^*$ everywhere else.

The condition $c > 0$ is also necessary for a strict minimum. For any $y$ the constant and linear terms cancel in $p(y+h) + p(y-h) - 2p(y)$, and the quadratic term leaves $2\kappa h^2 = c$. If $y$ is a strict minimiser, then $p(y \pm h) > p(y)$, and adding the two inequalities gives $c > 0$.

To locate $x^*$, measure it from the two half-step points:
$$x_0 + \frac h2 - x^* = \frac{h\,(c + E_+ - E_-)}{2c} = \frac{h\,(E_+ - E_0)}{c},$$
$$x^* - \Big(x_0 - \frac h2\Big) = \frac{h\,(c - E_+ + E_-)}{2c} = \frac{h\,(E_- - E_0)}{c}.$$
The bound $|x^* - x_0| \le h/2$ says that both left-hand sides are non-negative. Since $h/c > 0$, this is the same as $E_+ \ge E_0$ and $E_- \ge E_0$. The first distance vanishes exactly when $E_+ = E_0$ and the second exactly when $E_- = E_0$.

The predicted energy drop is bounded when the centre is lowest. With $u = E_- - E_0 \ge 0$ and $v = E_+ - E_0 \ge 0$ one has $c = u + v$ and $E_+ - E_- = v - u$, so $c^2 - (E_+ - E_-)^2 = 4uv \ge 0$. Dividing by $8c$ gives $0 \le E_0 - E^* \le c/8$.

Finally, sample $V + \tfrac k2 (x - a)^2$ with $k \neq 0$ and put $s = x_0 - a$. Then $c = kh^2$ and $E_+ - E_- = 2ksh$, so $x^* = x_0 - s = a$ and $E^* = V + \tfrac k2 s^2 - \tfrac k2 s^2 = V$.

## The formal development

All positions and energies are real numbers without units, and all arithmetic is exact.

```lean
import Mathlib

namespace ThreePointParabola

noncomputable section
```

The function `lagrangeBasis a b c x` is the cardinal function belonging to its first argument: for distinct nodes it equals one at `a` and zero at `b` and `c`. The letter `c` in this one definition is a node and has nothing to do with the second difference.

```lean
/-- Lagrange cardinal function of the node `a` among the three nodes `a`, `b`, `c`. -/
def lagrangeBasis (a b c x : ℝ) : ℝ := (x - b) * (x - c) / ((a - b) * (a - c))
```

The interpolant $p$ is defined in Lagrange form, with `Em`, `E0`, `Ep` standing for $E_-, E_0, E_+$. The central-difference form is therefore a theorem and not a definition.

```lean
/-- Lagrange interpolant of the energies `Em`, `E0`, `Ep` at `x0 - h`, `x0`, `x0 + h`. -/
def parabola (x0 h Em E0 Ep x : ℝ) : ℝ :=
  Em * lagrangeBasis (x0 - h) x0 (x0 + h) x + E0 * lagrangeBasis x0 (x0 - h) (x0 + h) x
    + Ep * lagrangeBasis (x0 + h) (x0 - h) x0 x
```

The quantity `secondDiff` is $c$. It is not divided by $h^2$, so it has the dimension of an energy, and the corresponding force constant is $c/h^2$.

```lean
/-- Second difference `c = Ep - 2 E0 + Em` of the three energies. -/
def secondDiff (Em E0 Ep : ℝ) : ℝ := Ep - 2 * E0 + Em
```

The names `vertex` and `vertexValue` are given to the formulas for $x^*$ and $E^*$; that they are the position and value of a minimum is left to the theorems. Lean evaluates division by zero to zero, so for $c = 0$ these expressions return `x0` and `E0` with no meaning attached, and every statement that involves them has hypotheses that exclude $c = 0$.

```lean
/-- The position `x* = x0 - h (Ep - Em) / (2 c)`. -/
def vertex (x0 h Em E0 Ep : ℝ) : ℝ := x0 - h * (Ep - Em) / (2 * secondDiff Em E0 Ep)

/-- The energy `E* = E0 - (Ep - Em)² / (8 c)`. -/
def vertexValue (Em E0 Ep : ℝ) : ℝ := E0 - (Ep - Em) ^ 2 / (8 * secondDiff Em E0 Ep)
```

The harmonic potential follows the convention $V + \tfrac k2 (x-a)^2$, so that `k` is the second derivative.

```lean
/-- Harmonic potential with energy `V` at the position `a` and force constant `k`. -/
def harmonic (V k a x : ℝ) : ℝ := V + k / 2 * (x - a) ^ 2
```

The first theorem, `parabola_central`, is the collection of powers of $t$. It needs only `h ≠ 0`, which makes the nodes distinct. The facts `h1`, `h2`, `h3` evaluate the three denominators as $2h^2$, $-h^2$, $2h^2$, matching $L_-$, $L_0$, $L_+$ above. After these are substituted, `field_simp` clears the powers of $h$ and `ring` checks the remaining polynomial identity.

```lean
variable {x0 h Em E0 Ep : ℝ}

/-- Central-difference form: the interpolant has value `E0`, linear coefficient
`(Ep - Em) / (2 h)` and quadratic coefficient `c / (2 h²)` about `x0`. -/
theorem parabola_central (hh : h ≠ 0) (x : ℝ) :
    parabola x0 h Em E0 Ep x = E0 + (Ep - Em) / (2 * h) * (x - x0)
      + secondDiff Em E0 Ep / (2 * h ^ 2) * (x - x0) ^ 2 := by
  -- the three Lagrange denominators on the uniform grid
  have h1 : (x0 - h - x0) * (x0 - h - (x0 + h)) = 2 * h ^ 2 := by ring
  have h2 : (x0 - (x0 - h)) * (x0 - (x0 + h)) = -h ^ 2 := by ring
  have h3 : (x0 + h - (x0 - h)) * (x0 + h - x0) = 2 * h ^ 2 := by ring
  unfold parabola lagrangeBasis secondDiff
  rw [h1, h2, h3, div_neg]
  field_simp
  ring
```

Interpolation follows by evaluating the central form at the three nodes.

```lean
/-- The interpolant passes through the three data points. -/
theorem parabola_interpolates (hh : h ≠ 0) :
    parabola x0 h Em E0 Ep (x0 - h) = Em ∧ parabola x0 h Em E0 Ep x0 = E0 ∧
      parabola x0 h Em E0 Ep (x0 + h) = Ep := by
  refine ⟨?_, ?_, ?_⟩
  · rw [parabola_central hh]
    unfold secondDiff
    field_simp
    ring
  · rw [parabola_central hh]
    ring
  · rw [parabola_central hh]
    unfold secondDiff
    field_simp
    ring
```

In `parabola_unique` the hypotheses `hm`, `h0`, `hp` say that $ax^2 + bx + d$ passes through the data. The coefficient `a` may be zero, so straight lines are included. The step `subst hm h0 hp` replaces the three energies by the values of the quadratic, after which the claim is the identity obtained by hand from $g = 2ax_0 + b$ and $\kappa = a$.

```lean
/-- Every quadratic `a x² + b x + d` through the three data points coincides with the
interpolant. -/
theorem parabola_unique (hh : h ≠ 0) (a b d : ℝ)
    (hm : a * (x0 - h) ^ 2 + b * (x0 - h) + d = Em) (h0 : a * x0 ^ 2 + b * x0 + d = E0)
    (hp : a * (x0 + h) ^ 2 + b * (x0 + h) + d = Ep) (x : ℝ) :
    parabola x0 h Em E0 Ep x = a * x ^ 2 + b * x + d := by
  rw [parabola_central hh]
  subst hm h0 hp
  unfold secondDiff
  field_simp
  ring
```

Completing the square needs `secondDiff Em E0 Ep ≠ 0` and no sign. Both sides are expanded over a common denominator and compared.

```lean
/-- Completed square: for `c ≠ 0` the interpolant is `E* + c (x - x*)² / (2 h²)`. -/
theorem parabola_complete_square (hh : h ≠ 0) (hc : secondDiff Em E0 Ep ≠ 0) (x : ℝ) :
    parabola x0 h Em E0 Ep x = vertexValue Em E0 Ep
      + secondDiff Em E0 Ep / (2 * h ^ 2) * (x - vertex x0 h Em E0 Ep) ^ 2 := by
  rw [parabola_central hh]
  unfold vertex vertexValue
  field_simp
  ring
```

The sign enters in `vertex_strict_min`. The fact `hv` evaluates the completed square at $x^*$, where the square vanishes. For any other `x`, `hs` gives $(x - x^*)^2 > 0$, `hk` gives $\kappa > 0$, and their product `hpos` is the amount by which $p(x)$ exceeds $E^*$.

```lean
/-- For `c > 0` the interpolant takes the value `E*` at `x*` and is strictly larger at every
other position. -/
theorem vertex_strict_min (hh : h ≠ 0) (hc : 0 < secondDiff Em E0 Ep) :
    parabola x0 h Em E0 Ep (vertex x0 h Em E0 Ep) = vertexValue Em E0 Ep ∧
      ∀ x, x ≠ vertex x0 h Em E0 Ep →
        parabola x0 h Em E0 Ep (vertex x0 h Em E0 Ep) < parabola x0 h Em E0 Ep x := by
  have hv : parabola x0 h Em E0 Ep (vertex x0 h Em E0 Ep) = vertexValue Em E0 Ep := by
    rw [parabola_complete_square hh hc.ne']
    ring
  refine ⟨hv, fun x hx => ?_⟩
  rw [hv, parabola_complete_square hh hc.ne' x]
  -- the square term is positive away from the vertex
  have hh2 : 0 < h ^ 2 := lt_of_le_of_ne (sq_nonneg _) (pow_ne_zero 2 hh).symm
  have hs : 0 < (x - vertex x0 h Em E0 Ep) ^ 2 :=
    lt_of_le_of_ne (sq_nonneg _) (pow_ne_zero 2 (sub_ne_zero.mpr hx)).symm
  have hk : 0 < secondDiff Em E0 Ep / (2 * h ^ 2) := div_pos hc (by linarith)
  have hpos := mul_pos hk hs
  linarith
```

The theorem `exists_strict_min_iff` states that some $y$ satisfies $p(y) < p(x)$ for all $x \ne y$ exactly when $c > 0$. In the forward direction `h1` and `h2` apply the strict inequality at $y + h$ and $y - h$, which differ from $y$ because $h \ne 0$, and `key` is the identity $p(y+h) + p(y-h) - 2p(y) = c$. The backward direction offers $x^*$ as the point. Strictness is needed: three equal energies give $c = 0$ and a constant $p$, for which every point is a minimiser in the weak sense.

```lean
/-- The interpolant has a strict global minimum exactly when the second difference is
positive. -/
theorem exists_strict_min_iff (hh : h ≠ 0) :
    (∃ y, ∀ x, x ≠ y → parabola x0 h Em E0 Ep y < parabola x0 h Em E0 Ep x) ↔
      0 < secondDiff Em E0 Ep := by
  constructor
  · rintro ⟨y, hy⟩
    have h1 := hy (y + h) (fun e => hh (by linarith))
    have h2 := hy (y - h) (fun e => hh (by linarith))
    -- the second difference of the parabola is the same about every point
    have key : parabola x0 h Em E0 Ep (y + h) + parabola x0 h Em E0 Ep (y - h)
        - 2 * parabola x0 h Em E0 Ep y = secondDiff Em E0 Ep := by
      rw [parabola_central hh (y + h), parabola_central hh (y - h), parabola_central hh y]
      field_simp
      ring
    linarith
  · intro hc
    exact ⟨vertex x0 h Em E0 Ep, (vertex_strict_min hh hc).2⟩
```

The two signed distances are the content of `vertex_offsets`, which holds for any `h`. Each equation is multiplied through by $c$ with `eq_div_iff`. The fact `key` cancels $c$ in the shift $h(E_+ - E_-)/(2c)$, and `hdef`, multiplied by $h/2$, expands the term $hc/2$. The two `linear_combination` calls differ in the sign of `key`, as the numerators $c + E_+ - E_-$ and $c - E_+ + E_-$ do.

```lean
/-- The signed distances of `x*` from the half-step points `x0 + h/2` and `x0 - h/2` are
`h (Ep - E0) / c` and `h (Em - E0) / c`. -/
theorem vertex_offsets (hc : secondDiff Em E0 Ep ≠ 0) :
    x0 + h / 2 - vertex x0 h Em E0 Ep = h * (Ep - E0) / secondDiff Em E0 Ep ∧
      vertex x0 h Em E0 Ep - (x0 - h / 2) = h * (Em - E0) / secondDiff Em E0 Ep := by
  have key : h * (Ep - Em) / (2 * secondDiff Em E0 Ep) * secondDiff Em E0 Ep
      = h * (Ep - Em) / 2 := by
    field_simp
  have hdef : secondDiff Em E0 Ep = Ep - 2 * E0 + Em := rfl
  constructor
  · rw [eq_div_iff hc]
    unfold vertex
    linear_combination key + h / 2 * hdef
  · rw [eq_div_iff hc]
    unfold vertex
    linear_combination h / 2 * hdef - key
```

The bracketing equivalence uses `0 < h` and $c > 0$. The auxiliary `hsign` says that $ha/c \ge 0$ if and only if $a \ge 0$. Applied to $E_+ - E_0$ and $E_- - E_0$ and rewritten with the offsets, it becomes `s1` and `s2`, which tie the sign of each distance to one energy comparison. The lemmas `abs_le` and `le_min_iff` split each side of the equivalence into two inequalities, and these are matched in order: the lower bound on $x^* - x_0$ goes with $E_-$ and the upper bound with $E_+$.

```lean
/-- For `h > 0` and `c > 0`, the position `x*` lies within half a step of `x0` exactly when
the central energy is the lowest of the three. -/
theorem vertex_within_half_step_iff (hh : 0 < h) (hc : 0 < secondDiff Em E0 Ep) :
    |vertex x0 h Em E0 Ep - x0| ≤ h / 2 ↔ E0 ≤ min Em Ep := by
  obtain ⟨e1, e2⟩ := vertex_offsets (x0 := x0) (h := h) hc.ne'
  -- multiplying by h / c > 0 keeps the sign
  have hsign : ∀ a : ℝ, 0 ≤ h * a / secondDiff Em E0 Ep ↔ 0 ≤ a := by
    intro a
    rw [le_div_iff₀ hc, zero_mul]
    constructor
    · intro H
      by_contra hn
      have hneg := mul_neg_of_pos_of_neg hh (not_le.mp hn)
      linarith
    · intro H
      exact mul_nonneg hh.le H
  have s1 := hsign (Ep - E0)
  have s2 := hsign (Em - E0)
  rw [← e1] at s1
  rw [← e2] at s2
  rw [abs_le, le_min_iff]
  constructor
  · rintro ⟨ha, hb⟩
    have t1 := s1.mp (by linarith)
    have t2 := s2.mp (by linarith)
    exact ⟨by linarith, by linarith⟩
  · rintro ⟨ha, hb⟩
    have t1 := s1.mpr (by linarith)
    have t2 := s2.mpr (by linarith)
    exact ⟨by linarith, by linarith⟩
```

The equality cases run the same way, with `hzero` stating that $ha/c = 0$ if and only if $a = 0$. Only $h \ne 0$ and $c \ne 0$ are required.

```lean
/-- Equality cases: `x* = x0 + h/2` exactly when `Ep = E0`, and `x* = x0 - h/2` exactly when
`Em = E0`. -/
theorem vertex_eq_half_step_iff (hh : h ≠ 0) (hc : secondDiff Em E0 Ep ≠ 0) :
    (vertex x0 h Em E0 Ep = x0 + h / 2 ↔ Ep = E0) ∧
      (vertex x0 h Em E0 Ep = x0 - h / 2 ↔ Em = E0) := by
  obtain ⟨e1, e2⟩ := vertex_offsets (x0 := x0) (h := h) hc
  have hzero : ∀ a : ℝ, h * a / secondDiff Em E0 Ep = 0 ↔ a = 0 := by
    intro a
    constructor
    · intro H
      rw [div_eq_zero_iff, mul_eq_zero] at H
      rcases H with (H | H) | H
      · exact absurd H hh
      · exact H
      · exact absurd H hc
    · intro H
      rw [H, mul_zero, zero_div]
  have z1 := hzero (Ep - E0)
  have z2 := hzero (Em - E0)
  rw [← e1] at z1
  rw [← e2] at z2
  refine ⟨⟨fun H => ?_, fun H => ?_⟩, ⟨fun H => ?_, fun H => ?_⟩⟩
  · have t := z1.mp (by linarith)
    linarith
  · have t := z1.mpr (by linarith)
    linarith
  · have t := z2.mp (by linarith)
    linarith
  · have t := z2.mpr (by linarith)
    linarith
```

The main theorem `parabola_minimum` has the hypotheses `0 < h` and `0 < secondDiff Em E0 Ep` and two conclusions. The first says that a real number `y` satisfies $p(y) \le p(x)$ for all real `x` if and only if `y` equals $x^*$. Read from right to left, $x^*$ is a global minimiser; read from left to right, there is no other. The comparison runs over the whole real line and not only over the sampled interval, and no derivative appears. The second conclusion is the equivalence between $|x^* - x_0| \le h/2$ and $E_0 \le \min(E_-, E_+)$, with both inequalities non-strict.

In the proof, a minimiser `y` different from $x^*$ would satisfy both $p(x^*) < p(y)$ and $p(y) \le p(x^*)$, which is a contradiction. The other direction separates $x = x^*$ from $x \neq x^*$ and weakens the strict inequality.

```lean
/-- Main result: for `h > 0` and `c > 0` the interpolant has `x0 - h (Ep - Em) / (2 c)` as its
only global minimiser, and this point is within `h/2` of `x0` iff `E0 ≤ min Em Ep`. -/
theorem parabola_minimum (hh : 0 < h) (hc : 0 < secondDiff Em E0 Ep) :
    (∀ y, (∀ x, parabola x0 h Em E0 Ep y ≤ parabola x0 h Em E0 Ep x) ↔
        y = vertex x0 h Em E0 Ep) ∧
      (|vertex x0 h Em E0 Ep - x0| ≤ h / 2 ↔ E0 ≤ min Em Ep) := by
  have strict := (vertex_strict_min (x0 := x0) hh.ne' hc).2
  refine ⟨fun y => ⟨fun H => ?_, fun H x => ?_⟩, vertex_within_half_step_iff hh hc⟩
  · -- a second minimiser would lie strictly above the vertex value
    by_contra hne
    have h1 := strict y hne
    have h2 := H (vertex x0 h Em E0 Ep)
    linarith
  · rw [H]
    by_cases hx : x = vertex x0 h Em E0 Ep
    · rw [hx]
    · exact (strict x hx).le
```

Both hypotheses are needed. For $E_- = E_+ = 0$ and $E_0 = 1$ one has $c = -2$ and $x^* = x_0$, which is within half a step although the centre is the highest point, and $x^*$ is then the maximum of $p$. For $h < 0$ the bound $|x^* - x_0| \le h/2$ cannot hold for any energies, while the centre may still be lowest.

The positivity of $c$ is assumed of the data and is not derived from any property of an underlying energy function. The theorems concern the parabola alone, on an equally spaced grid in one dimension with exact energies. They give no bound on the distance from $x^*$ to the minimum of an anharmonic function from which the energies were sampled, and they say nothing about noise or rounding. A hand calculation with no Lean counterpart shows the gap: $x^2 + x^3/2$ has a local minimum at $0$, yet sampling it at $-1, 0, 1$ gives $\tfrac12, 0, \tfrac32$, so $c = 2$ and $x^* = -1/4$.

The bound on the energy drop involves neither `x0` nor `h`. The fact `e` identifies $E_0 - E^*$ with $(E_+ - E_-)^2/(8c)$, which is non-negative. For the upper bound `div_le_iff₀` multiplies by $8c$, and `nlinarith` is handed the non-negativity of $uv$, which closes the goal through $c^2 - (E_+ - E_-)^2 = 4uv$.

```lean
/-- For `c > 0` and `E0 ≤ min Em Ep`, the energy `E*` lies below `E0` by at most `c / 8`. -/
theorem energy_drop_bound (hc : 0 < secondDiff Em E0 Ep) (hmin : E0 ≤ min Em Ep) :
    0 ≤ E0 - vertexValue Em E0 Ep ∧
      E0 - vertexValue Em E0 Ep ≤ secondDiff Em E0 Ep / 8 := by
  obtain ⟨h1, h2⟩ := le_min_iff.mp hmin
  have e : E0 - vertexValue Em E0 Ep = (Ep - Em) ^ 2 / (8 * secondDiff Em E0 Ep) := by
    unfold vertexValue
    ring
  have h8 : 0 < 8 * secondDiff Em E0 Ep := by linarith
  rw [e]
  refine ⟨div_nonneg (sq_nonneg _) h8.le, ?_⟩
  rw [div_le_iff₀ h8]
  unfold secondDiff
  -- c² - (Ep - Em)² = 4 (Em - E0) (Ep - E0)
  nlinarith [mul_nonneg (sub_nonneg.mpr h1) (sub_nonneg.mpr h2)]
```

In `harmonic_exact` the three energies are values of `harmonic V k a` at the nodes, for any centre `x0` and any non-zero step, so the well need not lie inside the sampled interval. The fact `hc` is $c = kh^2$, and each formula then reduces by clearing denominators, as in the calculation with $s = x_0 - a$. The hypothesis is `k ≠ 0`, so the statement is about the values of the two formulas and also covers an inverted parabola, where $a$ is the top of a barrier.

```lean
/-- For energies sampled from a harmonic potential with `k ≠ 0`, at any centre `x0` and step
`h ≠ 0`, one finds `x* = a` and `E* = V`. -/
theorem harmonic_exact (V k a : ℝ) (hk : k ≠ 0) (hh : h ≠ 0) :
    vertex x0 h (harmonic V k a (x0 - h)) (harmonic V k a x0) (harmonic V k a (x0 + h)) = a ∧
      vertexValue (harmonic V k a (x0 - h)) (harmonic V k a x0) (harmonic V k a (x0 + h))
        = V := by
  -- the second difference is k h²
  have hc : secondDiff (harmonic V k a (x0 - h)) (harmonic V k a x0) (harmonic V k a (x0 + h))
      = k * h ^ 2 := by
    unfold secondDiff harmonic
    ring
  constructor
  · unfold vertex
    rw [hc]
    unfold harmonic
    field_simp
    ring
  · unfold vertexValue
    rw [hc]
    unfold harmonic
    field_simp
    ring

end

end ThreePointParabola
```

```lean
#print axioms ThreePointParabola.vertex_eq_half_step_iff
-- 'ThreePointParabola.vertex_eq_half_step_iff' depends on axioms: [propext, Classical.choice, Quot.sound]
#print axioms ThreePointParabola.parabola_minimum
-- 'ThreePointParabola.parabola_minimum' depends on axioms: [propext, Classical.choice, Quot.sound]
#print axioms ThreePointParabola.energy_drop_bound
-- 'ThreePointParabola.energy_drop_bound' depends on axioms: [propext, Classical.choice, Quot.sound]
#print axioms ThreePointParabola.harmonic_exact
-- 'ThreePointParabola.harmonic_exact' depends on axioms: [propext, Classical.choice, Quot.sound]
```
